# Pure states with the same fragment density matrix differ by a unitary on the finite environment

Take two pure states of a fragment coupled to the same finite-dimensional environment. Measurements on the fragment alone cannot distinguish them exactly when a unitary acting only on the environment turns one into the other. If $C$ and $D$ are their coefficient matrices, with rows labelled by fragment states and columns by environment states, then

$$CC^\dagger = DD^\dagger \iff D = CU \ \text{for some unitary } U .$$

In quantum information this is the unitary freedom between two purifications of one density matrix. In density matrix embedding, where a bath is built from the environment part of a pure state, it says how much the full many-body density matrix of the fragment leaves open when the environment is finite: a rotation of the environment. The one-particle density matrix, which is what such calculations usually match, in general fixes less. Energy terms that involve the environment can still differ between the two states.

## From equal density matrices to a rotation

Let $|a\rangle$ and $|b\rangle$ be orthonormal bases of fragment and environment, and write

$$|\psi\rangle = \sum_{ab} C_{ab}\,|a\rangle|b\rangle .$$

Tracing out the environment gives $\rho_{aa'} = \sum_b C_{ab}C_{a'b}^*$, that is, $\rho = CC^\dagger$. Replacing each $|b\rangle$ by $\sum_{b'}U_{bb'}|b'\rangle$ changes $C$ into $CU$. The operator doing this has matrix $U^{T}$ in the usual column convention, and it is unitary exactly when $U$ is.

One direction is a single line: if $D=CU$, then $DD^\dagger = CUU^\dagger C^\dagger = CC^\dagger$.

For the other, assume $CC^\dagger = DD^\dagger$. For every fragment vector $x$,

$$\|C^\dagger x\|^2 = x^\dagger CC^\dagger x = x^\dagger DD^\dagger x = \|D^\dagger x\|^2 .$$

Define a map $W$ on the range of $C^\dagger$ by $W(C^\dagger x) = D^\dagger x$. It is well defined: if $C^\dagger x = C^\dagger x'$, then $\|D^\dagger(x-x')\| = \|C^\dagger(x-x')\| = 0$. It is linear and preserves norms, so the ranges of $C^\dagger$ and $D^\dagger$ have equal dimension. Their orthogonal complements then have equal dimension too. Sending an orthonormal basis of the first complement to one of the second extends $W$ to an isometry of the whole environment space.

Let $M$ be the matrix of this isometry. A norm-preserving linear map also preserves inner products, so the columns of $M$ are orthonormal and $M^\dagger M = 1$. Since $M$ is square, it is unitary. From $MC^\dagger = D^\dagger$ we obtain $D = CM^\dagger$, and $U = M^\dagger$ is the required rotation.

## Environments of different size, and observables

Suppose that $D$ belongs to an environment at least as large as that of $C$. Choose an injection $e$ of the smaller basis into the larger one and set $J_{bb'} = 1$ if $b' = e(b)$, and $0$ otherwise. Then $JJ^\dagger = 1$, so $CJ$ has the same density matrix as $C$. If this equals $DD^\dagger$, the result for equal environments gives $D = CJU$. With $V = JU$ we have $D = CV$ and $VV^\dagger = JUU^\dagger J^\dagger = 1$. Conversely, $VV^\dagger=1$ gives $CVV^\dagger C^\dagger = CC^\dagger$.

For a fragment operator $O$,

$$\langle\psi|O\otimes 1|\psi\rangle = \sum_{aa'b} C_{ab}^*\,O_{aa'}\,C_{a'b} = \operatorname{tr}(O\rho).$$

Let $\sigma = DD^\dagger$. If $\operatorname{tr}(O\rho)=\operatorname{tr}(O\sigma)$ for every Hermitian $O$, choose $O = \Delta = \rho-\sigma$. Then $0=\operatorname{tr}(\Delta^2) = \sum_{aa'}|\Delta_{aa'}|^2$, hence $\rho=\sigma$. Equal expectation values for all fragment observables therefore also imply $D=CU$.

## States as matrices in Lean

The finite types `A`, `B` and `B'` label the basis states of the fragment and of two environments. A state is a `Matrix A B ℂ`, and `ᴴ` denotes the conjugate transpose.

```lean
import Mathlib

open Matrix
open scoped ComplexOrder

namespace EnvironmentRotation

variable {A B B' : Type*} [Fintype A] [Fintype B] [Fintype B']
```

The density matrix is defined directly as a product.

```lean
/-- The fragment density matrix `C Cᴴ` of the state `∑ C a b |a⟩|b⟩`, obtained by tracing out
the environment `B`. -/
def fragmentDensity {A B : Type*} [Fintype B] (C : Matrix A B ℂ) : Matrix A A ℂ :=
  C * Cᴴ
```

The expectation value is defined as the explicit sum over basis states, so its trace formula is something to prove.

```lean
/-- The expectation value `⟨ψ| O ⊗ 1 |ψ⟩` of a fragment operator `O` in the state with
coefficient matrix `C`. -/
def fragmentExpectation (O : Matrix A A ℂ) (C : Matrix A B ℂ) : ℂ :=
  ∑ a, ∑ a', ∑ b, star (C a b) * O a a' * C a' b
```

No normalisation is imposed. For unit vectors, $\operatorname{tr}\rho = 1$ and `fragmentExpectation` is the physical expectation value; for any other nonzero $C$, the physical value is $\operatorname{tr}(O\rho)/\operatorname{tr}\rho$.

For electrons, `A` and `B` label occupation patterns of fragment and environment orbitals, and $C$ is the table of amplitudes in a fixed orbital order that puts all fragment orbitals before the environment orbitals. The step from antisymmetric wavefunctions to this table is taken before the theorems begin. The matrix $U$ acts on the many-electron environment space and need not be an orbital rotation. It need not conserve particle number either: an empty fragment has the same density matrix beside an empty environment as beside one holding an electron.

## Equal lengths in the environment

The first lemma is $\|C^\dagger x\|^2 = x^\dagger\rho x$. Here `*ᵥ` applies a matrix to a vector, `⬝ᵥ` is the sum of products without conjugation, and `star x` supplies the conjugate. `WithLp.toLp 2` gives a tuple its Euclidean norm. The proof moves $C$ from the right factor to the left one and compares the sums term by term.

```lean
/-- The squared norm of the environment vector `Cᴴ x` equals `xᴴ ρ x`, where `ρ` is the fragment
density matrix of `C` and `x` is any fragment vector. -/
theorem norm_sq_environment_vector (C : Matrix A B ℂ) (x : A → ℂ) :
    ((‖WithLp.toLp 2 (Cᴴ *ᵥ x)‖ ^ 2 : ℝ) : ℂ) = star x ⬝ᵥ (fragmentDensity C *ᵥ x) := by
  have h : star x ᵥ* C = star (Cᴴ *ᵥ x) := by
    rw [Matrix.star_mulVec, conjTranspose_conjTranspose]
  rw [fragmentDensity, ← Matrix.mulVec_mulVec, Matrix.dotProduct_mulVec, h,
    EuclideanSpace.norm_sq_eq]
  push_cast
  exact Finset.sum_congr rfl fun i _ => (Complex.conj_mul' _).symm
```

The next lemma constructs $W$. It is stated for general linear maps `f` and `g`, which will later be $C^\dagger$ and $D^\dagger$.

```lean
/-- If two linear maps into a finite-dimensional Hilbert space give vectors of equal norm for
every input, then one isometry of that space carries the first map to the second. -/
theorem exists_isometry_of_norm_eq {E V : Type*} [AddCommGroup E] [Module ℂ E]
    [NormedAddCommGroup V] [InnerProductSpace ℂ V] [FiniteDimensional ℂ V]
    (f g : E →ₗ[ℂ] V) (h : ∀ x, ‖f x‖ = ‖g x‖) :
    ∃ W : V →ₗᵢ[ℂ] V, ∀ x, W (f x) = g x := by
  -- choose a linear preimage `s` on the range of `f`
  obtain ⟨s, hs⟩ := f.rangeRestrict.exists_rightInverse_of_surjective f.range_rangeRestrict
  have hs' : ∀ y : LinearMap.range f, f (s y) = y := fun y =>
    congrArg Subtype.val (LinearMap.congr_fun hs y)
  have hn : ∀ y : LinearMap.range f, ‖(g ∘ₗ s) y‖ = ‖y‖ := fun y =>
    (h (s y)).symm.trans (congrArg norm (hs' y))
  let L : LinearMap.range f →ₗᵢ[ℂ] V := ⟨g ∘ₗ s, hn⟩
  refine ⟨L.extend, fun x => ?_⟩
  let y : LinearMap.range f := ⟨f x, x, rfl⟩
  have h1 : L.extend (y : V) = L y := L.extend_apply y
  -- the choice of preimage does not matter, because `g` vanishes where `f` does
  have h2 : g (s y) = g x := by
    have h0 : f (s y - x) = 0 := by
      rw [map_sub, sub_eq_zero]
      exact hs' y
    have h3 : ‖g (s y - x)‖ = 0 := by rw [← h, h0, norm_zero]
    rw [norm_eq_zero, map_sub, sub_eq_zero] at h3
    exact h3
  exact h1.trans h2
```

Instead of defining $W$ on $f(x)$ and then checking independence of $x$, the proof picks a linear map `s` that returns one preimage for each vector in the range. The composite `g ∘ₗ s` is then a linear map from the start, and `hn` shows that it preserves norms. The well-definedness argument reappears in `h2`: the chosen preimage and $x$ differ by a vector that `f` sends to zero, so `g` sends it to zero as well.

## A closer look at `LinearIsometry.extend`

The passage from the range to the whole space is the call `L.extend`. The type of `L` is `LinearMap.range f →ₗᵢ[ℂ] V`: a linear isometry defined only on a subspace of `V`. Mathlib's `extend` returns an isometry `V →ₗᵢ[ℂ] V`, and `extend_apply` states that the two agree on the subspace. Inside is the argument given above, matching the orthogonal complement of the subspace with that of its image.

Finite dimension is needed here, and again when $M^\dagger M = 1$ is turned into unitarity. On an infinite sequence space, the left shift restricted to sequences with first entry zero is an isometry onto the whole space. The complement of its domain is one-dimensional, but the complement of its image is zero, so no isometric extension exists.

The extension is generally not unique. The condition $U^\dagger C^\dagger = D^\dagger$ fixes $U^\dagger$ only on the range of $C^\dagger$. On the orthogonal complement of that range, $U^\dagger$ may be any isometry onto the orthogonal complement of the range of $D^\dagger$, which is why the theorem speaks of some unitary.

## From an isometry to a unitary matrix

Lean keeps the abstract isometry and its matrix apart, so a separate lemma joins them.

```lean
/-- Every linear isometry of the environment space is given by a unitary matrix. -/
theorem exists_unitary_of_isometry [DecidableEq B]
    (W : EuclideanSpace ℂ B →ₗᵢ[ℂ] EuclideanSpace ℂ B) :
    ∃ M ∈ Matrix.unitaryGroup B ℂ, ∀ v : B → ℂ, M *ᵥ v = (W (WithLp.toLp 2 v)).ofLp := by
  obtain ⟨M, hM⟩ : ∃ M : Matrix B B ℂ, ∀ v : B → ℂ,
      M *ᵥ v = (W (WithLp.toLp 2 v)).ofLp := by
    let e := WithLp.linearEquiv 2 ℂ (B → ℂ)
    refine ⟨LinearMap.toMatrix' (e.toLinearMap ∘ₗ W.toLinearMap ∘ₗ e.symm.toLinearMap),
      fun v => ?_⟩
    rw [← Matrix.toLin'_apply, Matrix.toLin'_toMatrix']
    rfl
  have hcol : ∀ k j, M k j = (W (WithLp.toLp 2 (Pi.single j 1))).ofLp k := by
    intro k j
    rw [← hM, Matrix.mulVec_single_one]
    rfl
  refine ⟨M, Matrix.mem_unitaryGroup_iff'.2 ?_, hM⟩
  -- the columns of `M` are images of an orthonormal basis
  ext i j
  calc (star M * M) i j = ∑ k, inner ℂ (M k i) (M k j) := by
        simp [Matrix.mul_apply, Matrix.star_apply, RCLike.inner_apply, mul_comm]
    _ = inner ℂ (W (WithLp.toLp 2 (Pi.single i 1))) (W (WithLp.toLp 2 (Pi.single j 1))) := by
        rw [PiLp.inner_apply]
        simp only [hcol]
    _ = inner ℂ (WithLp.toLp 2 (Pi.single i 1) : EuclideanSpace ℂ B)
          (WithLp.toLp 2 (Pi.single j 1)) := W.inner_map_map _ _
    _ = (1 : Matrix B B ℂ) i j := by
        rw [PiLp.inner_apply]
        rcases eq_or_ne i j with rfl | hij
        · rw [Finset.sum_eq_single i]
          · simp
          · intro k _ hk
            simp [hk]
          · simp
        · simp [Pi.single_apply, hij]
```

The first block produces $M$ from `W`. The equation `hcol` identifies column $j$ of $M$ with the image of the $j$-th basis vector. The `calc` chain then computes $(M^\dagger M)_{ij}$ as an inner product of columns, removes `W` because it preserves inner products, and arrives at $\delta_{ij}$.

## The equivalence for one environment

The easy direction is proved for a rectangular $V$ with $VV^\dagger = 1$, so that it serves both sizes of environment.

```lean
/-- Mapping the environment into another one by `V` with `V Vᴴ = 1` leaves the fragment density
matrix unchanged. -/
theorem fragmentDensity_mul {A : Type*} [DecidableEq B] (C : Matrix A B ℂ)
    (V : Matrix B B' ℂ) (hV : V * Vᴴ = 1) : fragmentDensity (C * V) = fragmentDensity C := by
  rw [fragmentDensity, fragmentDensity, conjTranspose_mul, Matrix.mul_assoc,
    ← Matrix.mul_assoc V, hV, Matrix.one_mul]
```

The main theorem reads: for all $C$ and $D$ on the same fragment and environment, the density matrices agree if and only if some $U$ in `Matrix.unitaryGroup B ℂ` satisfies $D=CU$.

```lean
/-- Two states of fragment and environment have the same fragment density matrix if and only if
they differ by a unitary rotation of the environment. -/
theorem fragmentDensity_eq_iff [DecidableEq B] (C D : Matrix A B ℂ) :
    fragmentDensity C = fragmentDensity D ↔ ∃ U ∈ Matrix.unitaryGroup B ℂ, D = C * U := by
  classical
  constructor
  · intro h
    let e := (WithLp.linearEquiv 2 ℂ (B → ℂ)).symm.toLinearMap
    -- equal density matrices give environment vectors of equal length
    have hn : ∀ x : A → ℂ, ‖(e ∘ₗ Cᴴ.mulVecLin) x‖ = ‖(e ∘ₗ Dᴴ.mulVecLin) x‖ := by
      intro x
      have h2 : ‖WithLp.toLp 2 (Cᴴ *ᵥ x)‖ ^ 2 = ‖WithLp.toLp 2 (Dᴴ *ᵥ x)‖ ^ 2 := by
        apply Complex.ofReal_injective
        rw [norm_sq_environment_vector, norm_sq_environment_vector, h]
      exact (sq_eq_sq₀ (norm_nonneg _) (norm_nonneg _)).1 h2
    obtain ⟨W, hW⟩ := exists_isometry_of_norm_eq _ _ hn
    obtain ⟨M, hM, hMW⟩ := exists_unitary_of_isometry W
    have key : ∀ x : A → ℂ, M *ᵥ (Cᴴ *ᵥ x) = Dᴴ *ᵥ x := fun x =>
      (hMW _).trans (congrArg WithLp.ofLp (hW x))
    have hMD : M * Cᴴ = Dᴴ := by
      ext b a
      have h3 := congrFun (key (Pi.single a 1)) b
      rw [Matrix.mulVec_mulVec, Matrix.mulVec_single_one, Matrix.mulVec_single_one] at h3
      exact h3
    refine ⟨Mᴴ, ?_, ?_⟩
    · rw [Matrix.mem_unitaryGroup_iff, Matrix.star_eq_conjTranspose, conjTranspose_conjTranspose]
      exact Matrix.mem_unitaryGroup_iff'.1 hM
    · rw [← conjTranspose_conjTranspose D, ← hMD, conjTranspose_mul, conjTranspose_conjTranspose]
  · rintro ⟨U, hU, rfl⟩
    exact (fragmentDensity_mul C U (Matrix.mem_unitaryGroup_iff.1 hU)).symm
```

In the forward direction, `hn` is the equality of lengths; it follows from equal squares because norms are nonnegative. Then `exists_isometry_of_norm_eq` supplies `W`, and `exists_unitary_of_isometry` supplies `M`. The statement `key` says $M(C^\dagger x)=D^\dagger x$ for every $x$, and inserting basis vectors turns it into the matrix identity `hMD`. The last lines take the conjugate transpose and use $U=M^\dagger$.

## Isometries between environments

In the version for two environments, `V * Vᴴ = 1` says that the rows of $V$ are orthonormal: the basis states of the smaller environment are sent to orthonormal states of the larger one.

```lean
/-- For environments of different size, with `B` not larger than `B'`, two states have the same
fragment density matrix if and only if an isometric map `V` of `B` into `B'` joins them. -/
theorem fragmentDensity_eq_iff_isometry [DecidableEq B]
    (hcard : Fintype.card B ≤ Fintype.card B') (C : Matrix A B ℂ) (D : Matrix A B' ℂ) :
    fragmentDensity C = fragmentDensity D ↔ ∃ V : Matrix B B' ℂ, V * Vᴴ = 1 ∧ D = C * V := by
  classical
  constructor
  · intro h
    -- place the small environment inside the large one, then rotate there
    obtain ⟨e⟩ := Function.Embedding.nonempty_of_card_le hcard
    let J : Matrix B B' ℂ := Matrix.of fun b b' => if e b = b' then 1 else 0
    have hJ : J * Jᴴ = 1 := by
      ext b c
      rcases eq_or_ne b c with rfl | hbc
      · simp [J, Matrix.mul_apply]
      · simp [J, Matrix.mul_apply, hbc]
    obtain ⟨U, hU, hD⟩ :=
      (fragmentDensity_eq_iff (C * J) D).1 ((fragmentDensity_mul C J hJ).trans h)
    refine ⟨J * U, ?_, by rw [hD, Matrix.mul_assoc]⟩
    have h1 : fragmentDensity (J * U) = fragmentDensity J :=
      fragmentDensity_mul J U (Matrix.mem_unitaryGroup_iff.1 hU)
    exact h1.trans hJ
  · rintro ⟨V, hV, rfl⟩
    exact (fragmentDensity_mul C V hV).symm
```

The proof builds $J$ from an injection, applies the main theorem to $CJ$ and $D$, and returns $V=JU$. The hypothesis `hcard` is needed for this form of the statement. If `B` is larger than `B'`, no $V$ satisfies $VV^\dagger=1$, and the equivalence fails for any two states with equal fragment density matrices, such as two product states with the same fragment factor.

## What fragment observables determine

The trace formula follows by expanding both sides into the same triple sum.

```lean
/-- The expectation value of a fragment operator is the trace of its product with the fragment
density matrix. -/
theorem fragmentExpectation_eq_trace (O : Matrix A A ℂ) (C : Matrix A B ℂ) :
    fragmentExpectation O C = (O * fragmentDensity C).trace := by
  simp only [fragmentExpectation, fragmentDensity, Matrix.trace, Matrix.diag_apply,
    Matrix.mul_apply, conjTranspose_apply, Finset.mul_sum]
  refine Finset.sum_congr rfl fun a _ => Finset.sum_congr rfl fun a' _ =>
    Finset.sum_congr rfl fun b _ => ?_
  ring
```

The final theorem replaces equality of density matrices by equality of `fragmentExpectation` for every Hermitian `O`.

```lean
/-- Two states give the same expectation value for every Hermitian fragment observable if and
only if they differ by a unitary rotation of the environment. -/
theorem fragmentExpectation_eq_iff [DecidableEq B] (C D : Matrix A B ℂ) :
    (∀ O : Matrix A A ℂ, O.IsHermitian → fragmentExpectation O C = fragmentExpectation O D) ↔
      ∃ U ∈ Matrix.unitaryGroup B ℂ, D = C * U := by
  rw [← fragmentDensity_eq_iff]
  constructor
  · intro h
    -- test with the difference of the two density matrices
    have hX : (fragmentDensity C - fragmentDensity D)ᴴ =
        fragmentDensity C - fragmentDensity D := by
      simp only [fragmentDensity, conjTranspose_sub, conjTranspose_mul,
        conjTranspose_conjTranspose]
    have h1 := h _ hX
    rw [fragmentExpectation_eq_trace, fragmentExpectation_eq_trace, ← sub_eq_zero,
      ← Matrix.trace_sub, ← Matrix.mul_sub] at h1
    apply sub_eq_zero.1
    apply Matrix.trace_conjTranspose_mul_self_eq_zero_iff.1
    rw [hX]
    exact h1
  · intro h O _
    rw [fragmentExpectation_eq_trace, fragmentExpectation_eq_trace, h]

end EnvironmentRotation
```

After rewriting with the main theorem, only $\rho=\sigma$ remains to be shown. The proof establishes in `hX` that $\rho-\sigma$ is Hermitian, uses it as the observable, and applies Mathlib's fact that $\operatorname{tr}(X^\dagger X)=0$ exactly when $X=0$. In the reverse direction, equal density matrices give equal traces for every `O`.

```lean
#print axioms EnvironmentRotation.fragmentDensity_eq_iff
-- 'EnvironmentRotation.fragmentDensity_eq_iff' depends on axioms: [propext, Classical.choice, Quot.sound]
#print axioms EnvironmentRotation.fragmentDensity_eq_iff_isometry
-- 'EnvironmentRotation.fragmentDensity_eq_iff_isometry' depends on axioms: [propext, Classical.choice, Quot.sound]
#print axioms EnvironmentRotation.fragmentExpectation_eq_iff
-- 'EnvironmentRotation.fragmentExpectation_eq_iff' depends on axioms: [propext, Classical.choice, Quot.sound]
```
